# With Boltzmann-preserving moves, resampled Jarzynski walkers give an unbiased partition-function ratio on a finite state space

To estimate a ratio of partition functions by switching the energy of a group of walkers and resampling them on the way, a run is modelled here as a sequence of complete populations on a finite state space, with an explicit probability for each sequence. Averages over runs are then finite sums. The walkers start as independent draws from the Boltzmann distribution of the initial energy. At each switch they are weighted by the Boltzmann factor of their energy change, the mean weight is recorded, and they are resampled in proportion to the weights. The product of the recorded means averages exactly to the ratio if each subsequent move preserves the Boltzmann distribution of the current energy.

```lean
import Mathlib

open Finset

namespace JarzynskiResampling

noncomputable section

variable {S : Type*} [Fintype S] {N : ℕ}

/-- The partition function of the energy function `E` at inverse temperature `β`. -/
def partitionFn (β : ℝ) (E : S → ℝ) : ℝ := ∑ x, Real.exp (-β * E x)

/-- The Boltzmann probability of a state, on a non-empty finite state space. -/
def boltzmann (β : ℝ) (E : S → ℝ) (x : S) : ℝ := Real.exp (-β * E x) / partitionFn β E


/-- `P` is a stochastic kernel that preserves the Boltzmann distribution of `E`. -/
structure Preserves (β : ℝ) (E : S → ℝ) (P : S → S → ℝ) : Prop where
  nonneg : ∀ x y, 0 ≤ P x y
  row_sum : ∀ x, ∑ y, P x y = 1
  stationary : ∀ y, ∑ x, boltzmann β E x * P x y = boltzmann β E y

/-- The weight of a state when the energy is switched from `U k` to `U (k+1)`. -/
def switchWeight (β : ℝ) (U : ℕ → S → ℝ) (k : ℕ) (x : S) : ℝ :=
  Real.exp (-β * (U (k + 1) x - U k x))

/-- The mean of an observable over a population of `N ≥ 1` walkers. -/
def popMean (f : S → ℝ) (x : Fin N → S) : ℝ := (∑ i, f (x i)) / N

/-- The probability that a new walker is at `y`, when it picks an ancestor from the population
`x` (of `N ≥ 1` walkers) in proportion to the switching weights and then moves by `P (k+1)`. -/
def offspring (β : ℝ) (U : ℕ → S → ℝ) (P : ℕ → S → S → ℝ) (k : ℕ) (x : Fin N → S) (y : S) : ℝ :=
  ∑ a, switchWeight β U k (x a) / (∑ j, switchWeight β U k (x j)) * P (k + 1) (x a) y

/-- The probability of a run: independent Boltzmann draws at the start, then `n` steps in which
all new walkers are resampled and moved independently. -/
def runProb (β : ℝ) (U : ℕ → S → ℝ) (P : ℕ → S → S → ℝ) (n : ℕ)
    (X : Fin (n + 1) → Fin N → S) : ℝ :=
  (∏ i, boltzmann β (U 0) (X 0 i)) *
    ∏ k : Fin n, ∏ i, offspring β U P k.val (X k.castSucc) (X k.succ i)

/-- The average of a quantity over all runs of `n` steps. -/
def average (β : ℝ) (U : ℕ → S → ℝ) (P : ℕ → S → S → ℝ) (n : ℕ)
    (A : (Fin (n + 1) → Fin N → S) → ℝ) : ℝ := ∑ X, runProb β U P n X * A X

/-- The product of the mean weights recorded during a run. -/
def estimator (β : ℝ) (U : ℕ → S → ℝ) (n : ℕ) (X : Fin (n + 1) → Fin N → S) : ℝ :=
  ∏ k : Fin n, popMean (switchWeight β U k.val) (X k.castSucc)

/-- On a non-empty finite state space the partition function is positive and the Boltzmann
probabilities sum to one. -/
theorem boltzmann_normalised [Nonempty S] (β : ℝ) (E : S → ℝ) :
    0 < partitionFn β E ∧ ∑ x, boltzmann β E x = 1 := by
  have h : 0 < partitionFn β E := sum_pos (fun x _ => Real.exp_pos _) univ_nonempty
  refine ⟨h, ?_⟩
  unfold boltzmann
  rw [← sum_div]
  exact div_self h.ne'

/-- The heat-bath kernel, which draws the new state afresh from the Boltzmann distribution,
is stochastic and preserves that distribution. -/
theorem heatBath_witness [Nonempty S] (β : ℝ) (E : S → ℝ) :
    Preserves β E (fun _ y => boltzmann β E y) where
  nonneg _ y := div_nonneg (Real.exp_pos _).le (boltzmann_normalised β E).1.le
  row_sum _ := (boltzmann_normalised β E).2
  stationary y := by rw [← sum_mul, (boltzmann_normalised β E).2, one_mul]

/-- For `N ≥ 1` walkers drawn independently from `q`, the expected population mean of an
observable is its mean under `q`. -/
theorem independent_walkers (hN : 0 < N) (q : S → ℝ) (hq : ∑ s, q s = 1) (f : S → ℝ) :
    ∑ y : Fin N → S, (∏ i, q (y i)) * popMean f y = ∑ s, q s * f s := by
  have hN' : (N : ℝ) ≠ 0 := Nat.cast_ne_zero.2 hN.ne'
  -- all walkers except number `i` are summed out
  have hi : ∀ i : Fin N, ∑ y : Fin N → S, (∏ j, q (y j)) * f (y i) = ∑ s, q s * f s := by
    intro i
    have h : ∏ j : Fin N, ∑ s, q s * (if j = i then f s else 1)
        = ∑ y : Fin N → S, ∏ j, q (y j) * (if j = i then f (y j) else 1) := by
      rw [Finset.prod_univ_sum, Fintype.piFinset_univ]
    have h1 : ∀ j : Fin N, ∑ s, q s * (if j = i then f s else 1)
        = if j = i then ∑ s, q s * f s else 1 := by
      intro j
      by_cases hj : j = i <;> simp [hj, hq]
    simp only [h1, prod_mul_distrib, prod_ite_eq', mem_univ, if_true] at h
    exact h.symm
  unfold popMean
  simp_rw [← mul_div_assoc, mul_sum]
  rw [← sum_div, sum_comm]
  simp only [hi]
  rw [sum_const, card_univ, Fintype.card_fin, nsmul_eq_mul]
  field_simp

/-- One step is unbiased: for `N ≥ 1` and a stochastic kernel, the new walkers' probabilities sum
to one, and the recorded mean weight times the expected new population mean of `f` is the old
population mean of the weight times the one-move expectation of `f`. -/
theorem resampling_step (hN : 0 < N) (β : ℝ) (U : ℕ → S → ℝ) (P : ℕ → S → S → ℝ) (k : ℕ)
    (hP : ∀ s, ∑ t, P (k + 1) s t = 1) (x : Fin N → S) (f : S → ℝ) :
    ∑ s, offspring β U P k x s = 1 ∧
    popMean (switchWeight β U k) x *
        ∑ y : Fin N → S, (∏ i, offspring β U P k x (y i)) * popMean f y
      = popMean (fun s => switchWeight β U k s * ∑ t, P (k + 1) s t * f t) x := by
  have hN' : (N : ℝ) ≠ 0 := Nat.cast_ne_zero.2 hN.ne'
  have hW : (∑ j, switchWeight β U k (x j)) ≠ 0 :=
    (sum_pos (fun j _ => Real.exp_pos _) ⟨⟨0, hN⟩, mem_univ _⟩).ne'
  have h1 : ∑ s, offspring β U P k x s = 1 := by
    unfold offspring
    rw [sum_comm]
    simp_rw [← mul_sum, hP, mul_one]
    rw [← sum_div]
    exact div_self hW
  refine ⟨h1, ?_⟩
  have h2 : ∑ s, offspring β U P k x s * f s
      = (∑ a, switchWeight β U k (x a) * ∑ t, P (k + 1) (x a) t * f t)
        / ∑ j, switchWeight β U k (x j) := by
    unfold offspring
    simp_rw [sum_mul]
    rw [sum_comm, sum_div]
    refine sum_congr rfl fun a _ => ?_
    rw [mul_sum, sum_div]
    exact sum_congr rfl fun t _ => by ring
  -- the recorded mean cancels the normalisation of the resampling probabilities
  rw [independent_walkers hN _ h1 f, h2]
  unfold popMean
  field_simp

/-- An average over runs of `n+1` steps is an average over runs of `n` steps, with the last
population summed over its conditional probabilities. -/
theorem average_succ (β : ℝ) (U : ℕ → S → ℝ) (P : ℕ → S → S → ℝ) (n : ℕ)
    (G : (Fin (n + 1) → Fin N → S) → (Fin N → S) → ℝ) :
    average β U P (n + 1) (fun Y => G (fun k => Y k.castSucc) (Y (Fin.last (n + 1))))
      = average β U P n (fun X =>
          ∑ y, (∏ i, offspring β U P n (X (Fin.last n)) (y i)) * G X y) := by
  let e : (Fin (n + 2) → Fin N → S) ≃ (Fin (n + 1) → Fin N → S) × (Fin N → S) :=
    { toFun := fun Y => (fun k => Y k.castSucc, Y (Fin.last (n + 1)))
      invFun := fun p => Fin.snoc (α := fun _ => Fin N → S) p.1 p.2
      left_inv := fun Y => by
        funext k
        refine Fin.lastCases ?_ (fun j => ?_) k <;> simp
      right_inv := fun p => by simp }
  have hp : ∀ Y : Fin (n + 2) → Fin N → S, runProb β U P (n + 1) Y
      = runProb β U P n (fun k => Y k.castSucc) *
        ∏ i, offspring β U P n (Y (Fin.last n).castSucc) (Y (Fin.last (n + 1)) i) := by
    intro Y
    unfold runProb
    rw [Fin.prod_univ_castSucc, ← mul_assoc]
    rfl
  unfold average
  calc _ = ∑ p : (Fin (n + 1) → Fin N → S) × (Fin N → S), runProb β U P n p.1 *
        ((∏ i, offspring β U P n (p.1 (Fin.last n)) (p.2 i)) * G p.1 p.2) :=
        Fintype.sum_equiv e _ _ (fun Y => by
          show runProb β U P (n + 1) Y * _ = _
          rw [hp]
          exact mul_assoc _ _ _)
    _ = _ := by rw [Fintype.sum_prod_type]; simp only [mul_sum]

/-- For `N ≥ 1` and kernels preserving the successive Boltzmann distributions, the estimator times
the final population mean of `f` averages to `Z_n/Z_0` times the Boltzmann mean of `f`. -/
theorem weighted_population [Nonempty S] (hN : 0 < N) {β : ℝ} {U : ℕ → S → ℝ}
    {P : ℕ → S → S → ℝ} (hP : ∀ k, Preserves β (U (k + 1)) (P (k + 1))) (n : ℕ) (f : S → ℝ) :
    average β U P n (fun X : Fin (n + 1) → Fin N → S =>
        estimator β U n X * popMean f (X (Fin.last n)))
      = partitionFn β (U n) / partitionFn β (U 0) * ∑ s, boltzmann β (U n) s * f s := by
  induction n generalizing f with
  | zero =>
    rw [div_self (boltzmann_normalised β (U 0)).1.ne', one_mul,
      ← independent_walkers hN _ (boltzmann_normalised β (U 0)).2 f]
    unfold average
    exact Fintype.sum_equiv (Equiv.funUnique (Fin 1) (Fin N → S)) _ _ (fun X => by
      simp only [runProb, estimator, univ_eq_empty, prod_empty, mul_one, one_mul]
      rfl)
  | succ n ih =>
    have hest : ∀ Y : Fin (n + 2) → Fin N → S, estimator β U (n + 1) Y
        = estimator β U n (fun k => Y k.castSucc) *
          popMean (switchWeight β U n) (Y (Fin.last n).castSucc) := by
      intro Y
      unfold estimator
      exact Fin.prod_univ_castSucc _
    -- the last step is averaged out
    have step : average β U P (n + 1) (fun Y : Fin (n + 2) → Fin N → S =>
          estimator β U (n + 1) Y * popMean f (Y (Fin.last (n + 1))))
        = average β U P n (fun X : Fin (n + 1) → Fin N → S => estimator β U n X *
          popMean (fun s => switchWeight β U n s * ∑ t, P (n + 1) s t * f t)
            (X (Fin.last n))) := by
      refine (congrArg (average β U P (n + 1)) (funext fun Y => by rw [hest])).trans
        ((average_succ β U P n (fun X y => estimator β U n X *
          popMean (switchWeight β U n) (X (Fin.last n)) * popMean f y)).trans
          (congrArg (average β U P n) (funext fun X => ?_)))
      rw [← (resampling_step hN β U P n (hP n).row_sum (X (Fin.last n)) f).2, mul_sum, mul_sum]
      exact sum_congr rfl fun y _ => by ring
    -- the kernel leaves the new Boltzmann mean unchanged
    have hs : ∑ s, boltzmann β (U (n + 1)) s * f s
        = ∑ s, boltzmann β (U (n + 1)) s * ∑ t, P (n + 1) s t * f t := by
      simp_rw [mul_sum]
      rw [sum_comm]
      refine sum_congr rfl fun t _ => ?_
      rw [← (hP n).stationary t, sum_mul]
      exact sum_congr rfl fun s _ => by ring
    have hZ : ∀ k s, partitionFn β (U k) * boltzmann β (U k) s = Real.exp (-β * U k s) := by
      intro k s
      have h := (boltzmann_normalised β (U k)).1.ne'
      unfold boltzmann
      field_simp
    rw [step, ih, hs, mul_sum, mul_sum]
    refine sum_congr rfl fun s _ => ?_
    -- the switching weight turns the old Boltzmann factor into the new one
    have hw : partitionFn β (U n) * boltzmann β (U n) s * switchWeight β U n s
        = partitionFn β (U (n + 1)) * boltzmann β (U (n + 1)) s := by
      rw [hZ, hZ, switchWeight, ← Real.exp_add]
      congr 1
      ring
    linear_combination ((∑ t, P (n + 1) s t * f t) / partitionFn β (U 0)) * hw

/-- Jarzynski equality with resampling: for `N ≥ 1` walkers and kernels preserving the successive
Boltzmann distributions, the product of the recorded mean weights averages to `Z_n/Z_0`. -/
theorem jarzynski_resampling [Nonempty S] (hN : 0 < N) {β : ℝ} {U : ℕ → S → ℝ}
    {P : ℕ → S → S → ℝ} (hP : ∀ k, Preserves β (U (k + 1)) (P (k + 1))) (n : ℕ) :
    average β U P n (fun X : Fin (n + 1) → Fin N → S => estimator β U n X)
      = partitionFn β (U n) / partitionFn β (U 0) := by
  have h := weighted_population hN hP n (fun _ => 1)
  simpa [popMean, hN.ne', (boltzmann_normalised β (U n)).2] using h


end

end JarzynskiResampling
```

```lean
#print axioms JarzynskiResampling.jarzynski_resampling
```

```
'JarzynskiResampling.jarzynski_resampling' depends on axioms: [propext, Classical.choice, Quot.sound]
```

## A run as a sequence of populations

The system has a finite, non-empty set of states $S$ and a protocol of energy functions $U_0, U_1, \dots$, fixed in advance. The letter $U$ stands for the energy of a single state, not for the thermodynamic internal energy. The constant $\beta$ is the inverse temperature of the heat bath, $1/k_BT$; the theorems hold for every real $\beta$. Write

$$Z_k=\sum_{s} e^{-\beta U_k(s)},\qquad \pi_k(s)=\frac{e^{-\beta U_k(s)}}{Z_k}.$$

These are `partitionFn β (U k)` and `boltzmann β (U k)`.

A run of $n$ steps with $N$ walkers is a function `X : Fin (n + 1) → Fin N → S`, where `X k i` is the state of walker $i$ in population $k$. I write $X_k$ for the whole population. The first population consists of independent draws from $\pi_0$. Step $k$, counted from $0$, then does three things.

- It gives a walker in state $s$ the weight $w_k(s)=e^{-\beta(U_{k+1}(s)-U_k(s))}$, which is `switchWeight`, and records the population mean of the weights.
- It lets each of the $N$ new walkers independently pick an ancestor in proportion to these weights.
- It moves each new walker by the kernel $P_{k+1}$, where $P_{k+1}(s,t)$ is the probability of going from $s$ to $t$.

Given the old population $x=(x_1,\dots,x_N)$, a new walker is therefore in state $y$ with probability

$$q_k(y\mid x)=\sum_a \frac{w_k(x_a)}{\sum_j w_k(x_j)}\,P_{k+1}(x_a,y),$$

which is `offspring`. The function `runProb` multiplies the initial probabilities and all these conditional ones. In `runProb`, `X k.castSucc` and `X k.succ` are the populations before and after step $k$.

For a function $f$ on $S$, let $\bar f(x)=\frac1N\sum_i f(x_i)$ be its population mean, `popMean`. The name `average` is kept for the expectation over runs, written $\langle\cdot\rangle$ below. The estimator is

$$R_n=\prod_{k=0}^{n-1}\bar w_k(X_k),\qquad R_0=1.$$

## What is claimed about the ratio

The theorem `jarzynski_resampling` states that $\langle R_n\rangle=Z_n/Z_0$ for every $N\ge1$ and every $n\ge0$. Its hypothesis `hP` says that each $P_{k+1}$ is stochastic and leaves $\pi_{k+1}$ unchanged. Physically, the walkers move in contact with a bath at fixed temperature while the energy function is held still. Detailed balance is not required, and the walkers need not equilibrate between switches. The lemma `heatBath_witness` shows that a suitable kernel exists for every energy function: the one that draws the new state afresh from the Boltzmann distribution.

With a single walker, resampling has no effect and $R_n=e^{-\beta W}$, where $W=\sum_k [U_{k+1}(X_k)-U_k(X_k)]$ is the work done by the switches. This is the Jarzynski equality for a finite system driven in discrete steps; Hamiltonian driving on a continuous phase space is a different setting.

In simulation practice, the scheme is a form of population annealing, treated here for finitely many states, a fixed protocol and independent resampling at every step. Population annealing usually changes the temperature of a single energy function $E$ instead of the energy function itself. This is included, because only the products $\beta U_k$ enter: for inverse temperatures $\beta_k$, fix any $\beta\ne0$ and take $U_k=(\beta_k/\beta)E$. In a molecular simulation the coordinates are usually continuous, so that integrals replace the finite sums, and the moves may preserve the Boltzmann distribution only approximately, for example because of a finite time step. The theorem does not cover these cases.

The result fixes the mean of $R_n$ and says nothing about its spread. Nor does it make $-\beta^{-1}\ln R_n$ an unbiased estimate of the free-energy difference, since the logarithm of a mean is in general not the mean of the logarithm.

## One step of resampling

Suppose that $N$ walkers are drawn independently from a normalised $q$. In the expectation of $f(y_i)$, the sums over all other walkers give one:

$$\sum_{y}\Big(\prod_j q(y_j)\Big)f(y_i)=\sum_s q(s)f(s).$$

Averaging over $i$ shows that the expected population mean is the one-walker mean. This is `independent_walkers`. Its proof writes $f(y_i)$ as a product over all walkers, with the factor $1$ for each $j\ne i$, so that `Finset.prod_univ_sum` can exchange product and sum.

Now apply this to $q_k(\cdot\mid x)$, which is normalised because the rows of $P_{k+1}$ sum to one. With $(P_{k+1}f)(s)=\sum_t P_{k+1}(s,t)f(t)$, the recorded mean times the expected new population mean is

$$\frac{\sum_j w_k(x_j)}{N}\cdot\frac{\sum_a w_k(x_a)(P_{k+1}f)(x_a)}{\sum_j w_k(x_j)}
=\frac1N\sum_a w_k(x_a)(P_{k+1}f)(x_a).$$

The normalisation of the resampling probabilities cancels against the recorded mean. What remains is the population mean of $w_k\,P_{k+1}f$ in the old population. This is `resampling_step`, where `field_simp` carries out the cancellation.

## From one step to the whole protocol

The induction proves a stronger statement, `weighted_population`, for every function $f$ on $S$:

$$\big\langle R_n\,\bar f(X_n)\big\rangle=\frac{Z_n}{Z_0}\sum_s\pi_n(s)f(s).$$

For $n=0$ we have $R_0=1$, and the claim is the statement about independent walkers with $q=\pi_0$.

For the step from $n$ to $n+1$, sum over the last population first. The lemma `average_succ` justifies this by splitting a run into its first $n+1$ populations and the last one, and by factorising its probability in the same way. Since $R_{n+1}=R_n\,\bar w_n(X_n)$, the one-step result gives

$$\big\langle R_{n+1}\,\bar f(X_{n+1})\big\rangle=\big\langle R_n\,\overline{w_n\,P_{n+1}f}\,(X_n)\big\rangle .$$

The induction hypothesis is now needed for the function $w_n\,P_{n+1}f$ instead of $f$, which is why the Lean induction carries `generalizing f`. It turns the right-hand side into

$$\frac{Z_n}{Z_0}\sum_s\pi_n(s)\,w_n(s)\,(P_{n+1}f)(s).$$

The weight converts the old Boltzmann factor into the new one:

$$Z_n\pi_n(s)w_n(s)=e^{-\beta U_n(s)}e^{-\beta(U_{n+1}(s)-U_n(s))}=Z_{n+1}\pi_{n+1}(s).$$

This is `hw` in the proof. The expression becomes

$$\frac{Z_{n+1}}{Z_0}\sum_s\pi_{n+1}(s)(P_{n+1}f)(s)
=\frac{Z_{n+1}}{Z_0}\sum_t\pi_{n+1}(t)f(t),$$

where the last equality exchanges the two sums and uses stationarity, $\sum_s\pi_{n+1}(s)P_{n+1}(s,t)=\pi_{n+1}(t)$. In Lean this is `hs`, and `linear_combination` assembles the parts.

Setting $f=1$ makes both the population mean and the Boltzmann mean equal to one. What is left is $\langle R_n\rangle=Z_n/Z_0$.

## A stochastic kernel that does not preserve the Boltzmann distribution

It is not enough for the kernels to be stochastic. Take two states $a$ and $b$, $\beta=1$ and $n=2$. Let $U_0=U_1=0$ on both states, and let $U_2(a)=0$ and $U_2(b)=\ln 2$. Let $P_1$ send every walker to $a$. Its rows sum to one, but it does not preserve the uniform distribution $\pi_1$.

The first recorded mean is $1$ because the energy does not change. All walkers then sit at $a$, where the second switch costs nothing, so the second recorded mean is also $1$. Every run gives $R_2=1$, for any $N\ge1$, whereas

$$\frac{Z_2}{Z_0}=\frac{1+\tfrac12}{2}=\frac34 .$$

At the second switch no walker is in the state whose energy is raised, so the recorded weights do not register the change.
